# One Sixth of the Schwarzian Derivative from Point-Splitting a Free-Boson Current

## The current, its contraction and the conformal map

Let $J$ be the current of a free chiral boson, normalised so that its two-point function is $1/(z-w)^2$. The coordinates $z,w$ lie in a field `𝕜`, which is either $\mathbb R$ or $\mathbb C$ (`RCLike`), so each general statement covers both a real coordinate and a complex one. The sign of the two-point function is the usual one for a complex coordinate. A Hermitian current on a real light-cone coordinate has a negative two-point function at separated points, and the c-number found below then changes sign.

```lean
import Mathlib

open Filter Topology

namespace SchwarzianPointSplitting

noncomputable section

variable {𝕜 : Type*} [RCLike 𝕜]
```

The two-point function is taken as a definition. It stands for the vacuum correlation of the current, which is not derived here from commutation relations.

```lean
/-- The two-point function `1/(z-w)²` of the current of a free chiral boson. -/
def propagator (z w : 𝕜) : 𝕜 := 1 / (z - w) ^ 2
```

Under a map $f$ the current transforms with weight one, $J(z)\to f'(z)\,J(f(z))$. Its two-point function therefore becomes $f'(z)f'(w)/(f(z)-f(w))^2$. Normal ordering in the original coordinate subtracts $1/(z-w)^2$, and by Wick's theorem the c-number left over in the product of two currents is

$$A_f(z,w)=\frac{f'(z)f'(w)}{(f(z)-f(w))^2}-\frac1{(z-w)^2}.$$

This is `pointSplit f z w`. The file works with this function alone: the weight-one law and the subtraction are built into its definition, and no operators or Fock space appear.

```lean
/-- The current two-point function transported by the map `f`, minus the contraction
subtracted by normal ordering in the original coordinate. -/
def pointSplit (f : 𝕜 → 𝕜) (z w : 𝕜) : 𝕜 :=
  deriv f z * deriv f w * propagator (f z) (f w) - propagator z w
```

The limit will be expressed through the Schwarzian derivative

$$S_f(z)=\frac{f'''(z)}{f'(z)}-\frac32\left(\frac{f''(z)}{f'(z)}\right)^2 .$$

```lean
/-- The Schwarzian derivative `f'''/f' - (3/2)(f''/f')²`. -/
def schwarzian (f : 𝕜 → 𝕜) (z : 𝕜) : 𝕜 :=
  deriv (deriv (deriv f)) z / deriv f z - 3 / 2 * (deriv (deriv f) z / deriv f z) ^ 2
```

The Möbius maps, which will turn out to leave the contraction unchanged when $ad\neq bc$, are $m(x)=(ax+b)/(cx+d)$.

```lean
/-- The Möbius map `x ↦ (a x + b)/(c x + d)`. -/
def mobius (a b c d x : 𝕜) : 𝕜 := (a * x + b) / (c * x + d)
```

## Dividing out the separation

If $f$ is analytic at $z$, its Taylor series minus the constant term has a factor $w-z$. Hence $f(w)=f(z)+(w-z)g(w)$ with $g$ analytic at $z$. In Lean, $g$ is `dslope f z`: the difference quotient, completed by the derivative at $w=z$.

```lean
/-- An analytic function minus its value at `z` is `w - z` times an analytic function. -/
lemma exists_factor {f : 𝕜 → 𝕜} {z : 𝕜} (hf : AnalyticAt 𝕜 f z) :
    ∃ g : 𝕜 → 𝕜, AnalyticAt 𝕜 g z ∧ ∀ w, f w = f z + (w - z) * g w := by
  obtain ⟨p, hp⟩ := hf
  refine ⟨dslope f z, ⟨_, hp.has_fpower_series_dslope_fslope⟩, fun w => ?_⟩
  have h := sub_smul_dslope f z w
  rw [smul_eq_mul] at h
  rw [h]
  ring
```

To relate the derivatives of $g$ to those of $f$, the product rule is applied repeatedly. If $F=n g+(w-z)g'$ near $z$, then

$$F'=n g'+g'+(w-z)g''=(n+1)g'+(w-z)g''.$$

The hypothesis is an equality throughout a neighbourhood (`∀ᶠ w in 𝓝 z`), since equality at a single point could not be differentiated.

```lean
/-- Differentiating `n g + (w - z) g'` near `z` gives `(n + 1) g' + (w - z) g''`. -/
lemma deriv_step {F g : 𝕜 → 𝕜} {z : 𝕜} (n : 𝕜) (hg : AnalyticAt 𝕜 g z)
    (h : ∀ᶠ w in 𝓝 z, F w = n * g w + (w - z) * deriv g w) :
    ∀ᶠ w in 𝓝 z, deriv F w = (n + 1) * deriv g w + (w - z) * deriv (deriv g) w := by
  filter_upwards [h.eventually_nhds, hg.eventually_analyticAt] with w h1 hw
  have hd := hw.differentiableAt.hasDerivAt
  have hd' := hw.deriv.differentiableAt.hasDerivAt
  have h2 := (hd.const_mul n).fun_add (((hasDerivAt_id' w).sub_const z).fun_mul hd')
  have h3 : deriv F w = deriv (fun y => n * g y + (y - z) * deriv g y) w :=
    Filter.EventuallyEq.deriv_eq h1
  rw [h3, h2.deriv]
  ring
```

Starting from $f'=g+(w-z)g'$, two applications give $f''=2g'+(w-z)g''$ and $f'''=3g''+(w-z)g'''$. At $w=z$ the second terms vanish:

$$g(z)=f'(z),\qquad 2g'(z)=f''(z),\qquad 3g''(z)=f'''(z).$$

```lean
/-- The analytic factor `g` in `f(w) = f(z) + (w - z) g(w)` satisfies
`g = f'`, `2 g' = f''` and `3 g'' = f'''` at `z`. -/
lemma exists_taylor_factor {f : 𝕜 → 𝕜} {z : 𝕜} (hf : AnalyticAt 𝕜 f z) :
    ∃ g : 𝕜 → 𝕜, AnalyticAt 𝕜 g z ∧ (∀ w, f w = f z + (w - z) * g w) ∧
      g z = deriv f z ∧ 2 * deriv g z = deriv (deriv f) z ∧
      3 * deriv (deriv g) z = deriv (deriv (deriv f)) z := by
  obtain ⟨g, hg, hfg⟩ := exists_factor hf
  have e1 : ∀ᶠ w in 𝓝 z, deriv f w = 1 * g w + (w - z) * deriv g w := by
    filter_upwards [hg.eventually_analyticAt] with w hw
    have h := (((hasDerivAt_id' w).sub_const z).fun_mul
      hw.differentiableAt.hasDerivAt).const_add (f z)
    have hfun : f = fun y => f z + (y - z) * g y := funext hfg
    have h' : deriv f w = deriv (fun y => f z + (y - z) * g y) w :=
      congrArg (fun F : 𝕜 → 𝕜 => deriv F w) hfun
    rw [h', h.deriv]
  have e2 := deriv_step 1 hg e1
  have e3 := deriv_step (1 + 1) hg.deriv e2
  have v1 := e1.self_of_nhds
  have v2 := e2.self_of_nhds
  have v3 := e3.self_of_nhds
  refine ⟨g, hg, hfg, ?_, ?_, ?_⟩
  · linear_combination -v1
  · linear_combination -v2
  · linear_combination -v3
```

## Cancelling the double pole

Write $h=w-z$. Three factorisations starting from $f$ and two starting from $f'$ give analytic functions $g,k,r,q,s$ with

$$f(w)=f(z)+h\,g(w),\quad g(w)=f'(z)+h\,k(w),\quad k(w)=k(z)+h\,r(w),$$
$$f'(w)=f'(z)+h\,q(w),\quad q(w)=q(z)+h\,s(w).$$

The derivative relations above fix their values at $z$:

$$k(z)=\tfrac12f''(z),\quad r(z)=\tfrac16f'''(z),\quad q(z)=f''(z),\quad s(z)=\tfrac12f'''(z).$$

Since $q(z)=2k(z)$, we have $q(w)-2k(w)=h\,(s(w)-2r(w))$, which is `D` in the proof. Therefore

$$\begin{aligned}
f'(z)f'(w)&=f'(z)^2+h f'(z)q(w)\\
&=f'(z)^2+2hf'(z)k(w)+h^2f'(z)\,(s(w)-2r(w))\\
&=g(w)^2+h^2\left[f'(z)\,(s(w)-2r(w))-k(w)^2\right],
\end{aligned}$$

which is `key`. The denominator is $(f(z)-f(w))^2=h^2g(w)^2$. Dividing, the term $g(w)^2$ produces exactly $1/h^2$, which the subtraction removes:

$$A_f(z,w)=\frac{f'(z)\,(s(w)-2r(w))-k(w)^2}{g(w)^2}.$$

Because $g(z)=f'(z)\neq0$, the right-hand side is continuous at $z$ (`hcont`), and its value there (`hval`) is

$$\frac{f'(z)\left(\tfrac12-\tfrac13\right)f'''(z)-\tfrac14f''(z)^2}{f'(z)^2}=\frac16S_f(z).$$

The theorem states this as a limit along `𝓝[≠] z`, that is, $w\to z$ with $w\ne z$. The last part of the proof shows that `pointSplit` agrees with the continuous quotient at all such $w$ close enough to $z$ that $g(w)\neq0$.

```lean
/-- **Schwarzian anomaly.** For `f` analytic at `z` with `f'(z) ≠ 0`, the point-split
difference of contractions tends to one sixth of the Schwarzian derivative as `w → z`. -/
theorem tendsto_pointSplit {f : 𝕜 → 𝕜} {z : 𝕜} (hf : AnalyticAt 𝕜 f z)
    (hf' : deriv f z ≠ 0) :
    Tendsto (pointSplit f z) (𝓝[≠] z) (𝓝 (1 / 6 * schwarzian f z)) := by
  -- expand `f` to third order and `f'` to second order, with analytic remainders
  obtain ⟨g, hg, fg, g0, g1, g2⟩ := exists_taylor_factor hf
  obtain ⟨k, hk, gk, k0, k1, -⟩ := exists_taylor_factor hg
  obtain ⟨r, hr, kr, r0, -, -⟩ := exists_taylor_factor hk
  obtain ⟨q, hq, fq, q0, q1, -⟩ := exists_taylor_factor hf.deriv
  obtain ⟨s, hs, qs, s0, -, -⟩ := exists_taylor_factor hq
  have hgz : g z ≠ 0 := by rw [g0]; exact hf'
  have hcont : ContinuousAt
      (fun w => (deriv f z * (s w - 2 * r w) - k w ^ 2) / g w ^ 2) z :=
    ((continuousAt_const.mul (hs.continuousAt.sub
      (continuousAt_const.mul hr.continuousAt))).sub (hk.continuousAt.pow 2)).div
      (hg.continuousAt.pow 2) (pow_ne_zero 2 hgz)
  have hval : (deriv f z * (s z - 2 * r z) - k z ^ 2) / g z ^ 2
      = 1 / 6 * schwarzian f z := by
    have hsz : s z = deriv (deriv (deriv f)) z / 2 := by linear_combination s0 + q1 / 2
    have hrz : r z = deriv (deriv (deriv f)) z / 6 := by
      linear_combination r0 + k1 / 2 + g2 / 6
    have hkz : k z = deriv (deriv f) z / 2 := by linear_combination k0 + g1 / 2
    rw [hsz, hrz, hkz, g0, schwarzian]
    field_simp
    ring
  have hlim := hcont.tendsto.mono_left (nhdsWithin_le_nhds (s := {z}ᶜ))
  rw [hval] at hlim
  refine hlim.congr' ?_
  filter_upwards [self_mem_nhdsWithin,
    (hg.continuousAt.eventually_ne hgz).filter_mono nhdsWithin_le_nhds] with w hw hgw
  have hwz : w - z ≠ 0 := sub_ne_zero.mpr hw
  -- the double pole cancels exactly
  have D : q w - 2 * k w = (w - z) * (s w - 2 * r w) := by
    linear_combination qs w - 2 * kr w + q0 - 2 * k0 - g1
  have key : deriv f z * deriv f w
      = g w ^ 2 + (w - z) ^ 2 * (deriv f z * (s w - 2 * r w) - k w ^ 2) := by
    have hgw' : g w = deriv f z + (w - z) * k w := by rw [← g0]; exact gk w
    linear_combination deriv f z * fq w
      - (g w + deriv f z + (w - z) * k w) * hgw' + deriv f z * (w - z) * D
  have e1 : (f z - f w) ^ 2 = (w - z) ^ 2 * g w ^ 2 := by rw [fg w]; ring
  have e2 : (z - w) ^ 2 = (w - z) ^ 2 := by ring
  rw [pointSplit, propagator, propagator, key, e1, e2]
  field_simp
  ring
```

For a free chiral boson, without interactions, this limit is the c-number by which the normal-ordered square of the current fails to transform covariantly. In the usual convention for a complex coordinate the energy-momentum tensor is half that square, so its anomaly is $\tfrac1{12}S_f$, the familiar form at central charge one.

## Real polynomials

For a real polynomial the derivatives can be written algebraically. The proof shows that polynomials are analytic, by induction over sums and monomials, and replaces each `deriv` by the polynomial derivative. The hypothesis $f'(z)\ne0$ rules out constants, so the smallest case is $f(x)=ax+b$ with $a\neq0$. There $A_f=a^2/(a^2(z-w)^2)-1/(z-w)^2=0$ at every separation, in agreement with $S_f=0$.

```lean
/-- For a real polynomial `f` with `f'(z) ≠ 0`, the point-split expression tends to
`(1/6)(f'''/f' - (3/2)(f''/f')²)` at `z`. -/
theorem tendsto_pointSplit_polynomial (f : Polynomial ℝ) (z : ℝ)
    (hf' : f.derivative.eval z ≠ 0) :
    Tendsto (fun w => f.derivative.eval z * f.derivative.eval w / (f.eval z - f.eval w) ^ 2
        - 1 / (z - w) ^ 2) (𝓝[≠] z)
      (𝓝 (1 / 6 * (f.derivative.derivative.derivative.eval z / f.derivative.eval z
        - 3 / 2 * (f.derivative.derivative.eval z / f.derivative.eval z) ^ 2))) := by
  have d : ∀ p : Polynomial ℝ, deriv (fun x => p.eval x) = fun x => p.derivative.eval x :=
    fun p => funext fun x => (p.hasDerivAt x).deriv
  have ha : ∀ p : Polynomial ℝ, AnalyticAt ℝ (fun x => p.eval x) z := by
    intro p
    induction p using Polynomial.induction_on' with
    | add p q hp hq => simp only [Polynomial.eval_add]; exact hp.add hq
    | monomial n a => simp only [Polynomial.eval_monomial]; fun_prop
  have h := tendsto_pointSplit (ha f) (by rw [d]; exact hf')
  simp only [schwarzian, d] at h
  refine h.congr fun w => ?_
  simp only [pointSplit, propagator, d]
  ring
```

## Two maps in succession

For $f\circ g$, with $g$ now a second map, the chain rule gives the transported contraction $g'(z)g'(w)\,f'(g(z))f'(g(w))/(f(g(z))-f(g(w)))^2$. Adding and subtracting $g'(z)g'(w)/(g(z)-g(w))^2$ yields

$$A_{f\circ g}(z,w)=g'(z)g'(w)\,A_f(g(z),g(w))+A_g(z,w).$$

All terms are defined when $z\neq w$, $g(z)\neq g(w)$ and $f(g(z))\neq f(g(w))$, and the identity then follows from differentiability of $g$ at $z,w$ and of $f$ at $g(z),g(w)$. The Lean statement omits the three inequalities because Lean sets $1/0=0$, under which the same algebra goes through.

```lean
/-- At finite separation, the point-split difference of `f ∘ g` is that of `f`, transported
by `g`, plus that of `g`. -/
theorem pointSplit_comp {f g : 𝕜 → 𝕜} {z w : 𝕜}
    (hfz : DifferentiableAt 𝕜 f (g z)) (hfw : DifferentiableAt 𝕜 f (g w))
    (hgz : DifferentiableAt 𝕜 g z) (hgw : DifferentiableAt 𝕜 g w) :
    pointSplit (f ∘ g) z w
      = deriv g z * deriv g w * pointSplit f (g z) (g w) + pointSplit g z w := by
  have h1 := (hfz.hasDerivAt.comp z hgz.hasDerivAt).deriv
  have h2 := (hfw.hasDerivAt.comp w hgw.hasDerivAt).deriv
  simp only [pointSplit, h1, h2, Function.comp_apply]
  ring
```

Now let $w\to z$. Since $g'(z)\neq0$, nearby points $w\neq z$ satisfy $g(w)\neq g(z)$, so the limit theorem for $f$ applies at $g(z)$:

$$A_{f\circ g}(z,w)\to g'(z)^2\,\tfrac16S_f(g(z))+\tfrac16S_g(z).$$

```lean
/-- For `f ∘ g`, the coincidence limit at `z` is `g'(z)²` times one sixth of the Schwarzian
derivative of `f` at `g(z)`, plus one sixth of that of `g` at `z`. -/
theorem tendsto_pointSplit_comp {f g : 𝕜 → 𝕜} {z : 𝕜}
    (hf : AnalyticAt 𝕜 f (g z)) (hg : AnalyticAt 𝕜 g z)
    (hf' : deriv f (g z) ≠ 0) (hg' : deriv g z ≠ 0) :
    Tendsto (pointSplit (f ∘ g) z) (𝓝[≠] z)
      (𝓝 (deriv g z * deriv g z * (1 / 6 * schwarzian f (g z))
        + 1 / 6 * schwarzian g z)) := by
  have hgc : Tendsto g (𝓝[≠] z) (𝓝 (g z)) :=
    hg.continuousAt.tendsto.mono_left nhdsWithin_le_nhds
  have hgt : Tendsto g (𝓝[≠] z) (𝓝[≠] (g z)) :=
    tendsto_nhdsWithin_iff.mpr
      ⟨hgc, hg.differentiableAt.hasDerivAt.eventually_ne hg'⟩
  have h1 := (tendsto_pointSplit hf hf').comp hgt
  have h2 : Tendsto (fun w => deriv g z * deriv g w) (𝓝[≠] z)
      (𝓝 (deriv g z * deriv g z)) :=
    (hg.deriv.continuousAt.tendsto.mono_left nhdsWithin_le_nhds).const_mul _
  refine ((h2.mul h1).add (tendsto_pointSplit hg hg')).congr' ?_
  filter_upwards [hg.eventually_analyticAt.filter_mono nhdsWithin_le_nhds,
    hgc.eventually hf.eventually_analyticAt] with w hgw hfw
  exact (pointSplit_comp hf.differentiableAt hfw.differentiableAt
    hg.differentiableAt hgw.differentiableAt).symm
```

## Möbius maps and the square map

For a Möbius map, the quotient rule and a common denominator give

$$m'(x)=\frac{ad-bc}{(cx+d)^2},\qquad m(z)-m(w)=\frac{(ad-bc)(z-w)}{(cz+d)(cw+d)}.$$

Hence $m'(z)m'(w)(z-w)^2=(m(z)-m(w))^2$. In this form the identity also covers $z=w$ and the degenerate case $ad=bc$. When $ad\neq bc$ and $z\neq w$, dividing shows that the contraction is preserved exactly.

```lean
/-- A Möbius map `m` satisfies `m'(z) m'(w) (z-w)² = (m(z)-m(w))²` away from its pole. -/
theorem mobius_covariance (a b c d : 𝕜) {z w : 𝕜}
    (hz : c * z + d ≠ 0) (hw : c * w + d ≠ 0) :
    deriv (mobius a b c d) z * deriv (mobius a b c d) w * (z - w) ^ 2
      = (mobius a b c d z - mobius a b c d w) ^ 2 := by
  have hd : ∀ x, c * x + d ≠ 0 →
      deriv (mobius a b c d) x = (a * d - b * c) / (c * x + d) ^ 2 := by
    intro x hx
    have h := (((hasDerivAt_id' x).const_mul a).add_const b).fun_div
      (((hasDerivAt_id' x).const_mul c).add_const d) hx
    have h' : deriv (mobius a b c d) x = _ := h.deriv
    rw [h']
    congr 1
    ring
  have hdiff : mobius a b c d z - mobius a b c d w
      = (a * d - b * c) * (z - w) / ((c * z + d) * (c * w + d)) := by
    rw [mobius, mobius, div_sub_div _ _ hz hw]
    congr 1
    ring
  rw [hd z hz, hd w hw, hdiff, div_pow, div_mul_div_comm, div_mul_eq_mul_div]
  congr 1 <;> ring
```

The square map $f(x)=x^2$ gives a non-zero difference in closed form:

$$\frac{4zw}{(z-w)^2(z+w)^2}-\frac1{(z-w)^2}=\frac{4zw-(z+w)^2}{(z-w)^2(z+w)^2}=-\frac1{(z+w)^2}.$$

For $z\ne0$ this tends to $-1/(4z^2)$, which is $\tfrac16S_f(z)$. At $z=0$, where $f'(z)=0$, it equals $-1/w^2$ and diverges as $w\to0$, so the condition on $f'$ in the limit theorem does real work.

```lean
/-- For the square map the point-split difference equals `-1/(z+w)²` if `z ≠ w` and `z + w ≠ 0`. -/
theorem pointSplit_square {z w : 𝕜} (hzw : z ≠ w) (hs : z + w ≠ 0) :
    pointSplit (fun x : 𝕜 => x ^ 2) z w = -1 / (z + w) ^ 2 := by
  have d : ∀ x : 𝕜, deriv (fun y : 𝕜 => y ^ 2) x = 2 * x := by
    intro x
    simp
  have h : z - w ≠ 0 := sub_ne_zero.mpr hzw
  have e : (z ^ 2 - w ^ 2) ^ 2 = (z - w) ^ 2 * (z + w) ^ 2 := by ring
  simp only [pointSplit, propagator, d]
  rw [e]
  field_simp
  ring

end

end SchwarzianPointSplitting
```

```lean
#print axioms SchwarzianPointSplitting.tendsto_pointSplit
#print axioms SchwarzianPointSplitting.tendsto_pointSplit_comp
#print axioms SchwarzianPointSplitting.mobius_covariance
#print axioms SchwarzianPointSplitting.pointSplit_square
```

```
'SchwarzianPointSplitting.tendsto_pointSplit' depends on axioms: [propext, Classical.choice, Quot.sound]
'SchwarzianPointSplitting.tendsto_pointSplit_comp' depends on axioms: [propext, Classical.choice, Quot.sound]
'SchwarzianPointSplitting.mobius_covariance' depends on axioms: [propext, Classical.choice, Quot.sound]
'SchwarzianPointSplitting.pointSplit_square' depends on axioms: [propext, Classical.choice, Quot.sound]
```

## Splitting symmetrically about the midpoint

The limits above hold $z$ fixed and move only $w$. Another way of splitting, not formalised here, would place the two currents at $z\pm\varepsilon/2$ and let $\varepsilon\to0$. For $f$ analytic at $z$ with $f'(z)\neq0$ the limit would be the same. Because $A_f$ is symmetric in its two arguments, the correction at small $\varepsilon$ would contain only even powers of $\varepsilon$, whereas moving $w$ alone generally gives a term linear in the separation. For the square map the symmetric splitting gives $-1/(4z^2)$ with no correction at all. The factorisations used here could be centred at the midpoint, but the algebra of the cancellation would change, since both arguments move.
